# The Robertson–Schrödinger uncertainty relation for symmetric operators, with equality for every pure qubit state

A spin-1/2 is prepared pointing halfway between the \(x\) and \(y\) axes, and I measure \(\sigma_x\) or \(\sigma_y\). Each has mean \(1/\sqrt2\) and variance \(1/2\), so the product of the variances is \(1/4\). The commutator bound \(|\langle[\sigma_x,\sigma_y]\rangle|^2/4=\langle\sigma_z\rangle^2\) is zero here and tells me nothing. I know that a covariance term can be added:

\[
\mathrm{Cov}(A,B)^2+\tfrac14|\langle AB-BA\rangle|^2\le \mathrm{Var}(A)\,\mathrm{Var}(B),\qquad \mathrm{Cov}(A,B)=\tfrac12\langle AB+BA\rangle-\langle A\rangle\langle B\rangle .
\]

In my example the covariance is \(-1/2\), and the bound becomes exact. Is that a coincidence? I would like to see a rigorous derivation, including the case of equality, and a version that a machine has checked.

## Both terms come from one overlap

It is not a coincidence: for a pure state in two dimensions the relation is always an equality.

Let \(x\) be a unit vector, \(A\) and \(B\) symmetric, and \(\langle T\rangle=\langle x,Tx\rangle\). Symmetry gives \(\overline{\langle A\rangle}=\langle Ax,x\rangle=\langle x,Ax\rangle=\langle A\rangle\), so \(\alpha=\langle A\rangle\) is real, and so is \(\beta=\langle B\rangle\). Define the deviation vectors \(u=Ax-\alpha x\) and \(v=Bx-\beta x\). Then

\[
\langle u,v\rangle=\langle Ax,Bx\rangle-\beta\langle Ax,x\rangle-\alpha\langle x,Bx\rangle+\alpha\beta\langle x,x\rangle=\langle AB\rangle-\alpha\beta .
\]

For \(B=A\) this reads \(\|u\|^2=\langle A^2\rangle-\alpha^2=\mathrm{Var}(A)\), and likewise \(\|v\|^2=\mathrm{Var}(B)\).

Next, \(\langle BA\rangle=\langle Bx,Ax\rangle=\langle ABx,x\rangle=\overline{\langle AB\rangle}\). Write \(\langle AB\rangle=p+iq\) with \(p,q\) real. Then \(\langle AB+BA\rangle=2p\) and \(\langle AB-BA\rangle=2iq\), so

\[
|\langle u,v\rangle|^2=(p-\alpha\beta)^2+q^2=\mathrm{Cov}(A,B)^2+\tfrac14|\langle AB-BA\rangle|^2 .
\]

The Cauchy–Schwarz inequality \(|\langle u,v\rangle|^2\le\|u\|^2\|v\|^2\) is now the claim.

For equality, suppose first that \(u\ne0\) and set \(w=v-\frac{\langle u,v\rangle}{\|u\|^2}u\). Then \(\|w\|^2=\|v\|^2-|\langle u,v\rangle|^2/\|u\|^2\), which vanishes exactly when \(v\) is a multiple of \(u\). If \(u=0\), both sides are zero and the vectors are dependent. So equality holds exactly when \(u\) and \(v\) are linearly dependent.

In two dimensions, \(x,u,v\) satisfy \(c_0x+c_1u+c_2v=0\) with coefficients that are not all zero. Since \(\langle x,u\rangle=\langle A\rangle-\langle A\rangle=0\) and similarly \(\langle x,v\rangle=0\), the overlap with \(x\) gives \(c_0=0\). Hence \(u\) and \(v\) are dependent.

## What the Lean theorems say

The state space `E` is any complex inner-product space, not necessarily complete or finite-dimensional. An observable is a linear map from `E` to itself with `IsSymmetric`, meaning \(\langle Ay,z\rangle=\langle y,Az\rangle\) for all \(y,z\). The product `A * B` is composition, with `B` acting first, and the inner product is conjugate-linear in its first argument.

`expect` is complex, while `variance` and `covariance` are built from real parts. For symmetric operators this discards nothing, because the expectations involved are real.

`robertson_schroedinger` is the inequality, and `saturation_iff` is the criterion for equality. Its coefficients `a` and `b` must not both vanish, so a zero deviation, which occurs when \(x\) is an eigenvector, counts as dependent. `qubit_saturation` adds the hypothesis that the dimension is two.

Mixed states are not covered. Operators must be defined on all of `E`, so position and momentum fit only on a space that both map into itself, such as the Schwartz functions with the \(L^2\) inner product.

```lean
import Mathlib

noncomputable section

namespace RobertsonSchroedinger

variable {E : Type*} [NormedAddCommGroup E] [InnerProductSpace ℂ E]

/-- The expectation value `⟨x, A x⟩` of an operator `A` in the state `x`. -/
def expect (A : E →ₗ[ℂ] E) (x : E) : ℂ := inner ℂ x (A x)

/-- The variance `⟨A²⟩ - ⟨A⟩²`, formed from the real parts of the expectation values. -/
def variance (A : E →ₗ[ℂ] E) (x : E) : ℝ :=
  (expect (A * A) x).re - (expect A x).re ^ 2

/-- The symmetrized covariance `⟨AB + BA⟩/2 - ⟨A⟩⟨B⟩`, formed from the real parts of the
expectation values. -/
def covariance (A B : E →ₗ[ℂ] E) (x : E) : ℝ :=
  (expect (A * B + B * A) x).re / 2 - (expect A x).re * (expect B x).re

/-- The deviation vector `(A - ⟨A⟩) x`. -/
def deviation (A : E →ₗ[ℂ] E) (x : E) : E := A x - expect A x • x

/-- A unit vector has overlap one with itself. -/
theorem inner_self_of_unit {x : E} (hx : ‖x‖ = 1) : inner ℂ x x = (1 : ℂ) := by
  rw [inner_self_eq_norm_sq_to_K, hx]
  simp

/-- The expectation value of a symmetric operator has no imaginary part. -/
theorem expect_im {A : E →ₗ[ℂ] E} (hA : A.IsSymmetric) (x : E) : (expect A x).im = 0 := by
  have h : (starRingEnd ℂ) (expect A x) = expect A x :=
    (inner_conj_symm (A x) x).trans (hA x x)
  exact Complex.conj_eq_iff_im.mp h

/-- For a symmetric operator `A`, any operator `B` and a unit vector, the overlap of the deviation
vectors of `A` and `B` is `⟨AB⟩ - ⟨A⟩⟨B⟩`. -/
theorem inner_deviation {A : E →ₗ[ℂ] E} (hA : A.IsSymmetric) (B : E →ₗ[ℂ] E)
    {x : E} (hx : ‖x‖ = 1) :
    inner ℂ (deviation A x) (deviation B x)
      = expect (A * B) x - expect A x * expect B x := by
  have hc : (starRingEnd ℂ) (expect A x) = expect A x :=
    Complex.conj_eq_iff_im.mpr (expect_im hA x)
  have h1 : inner ℂ (A x) (B x) = expect (A * B) x := hA x (B x)
  have h2 : inner ℂ (A x) x = expect A x := hA x x
  have h3 : inner ℂ x (B x) = expect B x := rfl
  simp only [deviation, inner_sub_left, inner_sub_right, inner_smul_left, inner_smul_right,
    inner_self_of_unit hx, h1, h2, h3, hc]
  ring

/-- The variance of a symmetric operator in a unit vector is the squared length of its deviation
vector. -/
theorem variance_eq_norm_sq {A : E →ₗ[ℂ] E} (hA : A.IsSymmetric) {x : E} (hx : ‖x‖ = 1) :
    variance A x = ‖deviation A x‖ ^ 2 := by
  have h := inner_self_eq_norm_sq (𝕜 := ℂ) (deviation A x)
  rw [inner_deviation hA A hx] at h
  rw [← h]
  change _ = (expect (A * A) x - expect A x * expect A x).re
  simp only [variance, Complex.sub_re, Complex.mul_re, expect_im hA x]
  ring

/-- For symmetric operators and a unit vector, the squared modulus of the overlap of the deviation
vectors is the squared covariance plus a quarter of the squared modulus of the expected commutator.
-/
theorem norm_inner_deviation_sq {A B : E →ₗ[ℂ] E} (hA : A.IsSymmetric) (hB : B.IsSymmetric)
    {x : E} (hx : ‖x‖ = 1) :
    ‖inner ℂ (deviation A x) (deviation B x)‖ ^ 2
      = covariance A B x ^ 2 + ‖expect (A * B - B * A) x‖ ^ 2 / 4 := by
  -- reversing the order of the product conjugates the expectation value
  have hswap : expect (B * A) x = (starRingEnd ℂ) (expect (A * B) x) := by
    calc expect (B * A) x = inner ℂ (B x) (A x) := (hB x (A x)).symm
      _ = inner ℂ (A (B x)) x := (hA (B x) x).symm
      _ = (starRingEnd ℂ) (expect (A * B) x) := (inner_conj_symm (A (B x)) x).symm
  have hadd : expect (A * B + B * A) x = expect (A * B) x + expect (B * A) x :=
    inner_add_right x (A (B x)) (B (A x))
  have hsub : expect (A * B - B * A) x = expect (A * B) x - expect (B * A) x :=
    inner_sub_right x (A (B x)) (B (A x))
  rw [inner_deviation hA B hx, covariance, hadd, hsub, hswap]
  simp only [Complex.sq_norm, Complex.normSq_apply, Complex.sub_re, Complex.sub_im,
    Complex.add_re, Complex.mul_re, Complex.mul_im, Complex.conj_re, Complex.conj_im,
    expect_im hA x, expect_im hB x]
  ring

/-- **Robertson-Schroedinger relation.** For symmetric operators and a unit vector, the product
of the variances is at least the squared symmetrized covariance plus `|⟨AB - BA⟩|²/4`. -/
theorem robertson_schroedinger {A B : E →ₗ[ℂ] E} (hA : A.IsSymmetric) (hB : B.IsSymmetric)
    {x : E} (hx : ‖x‖ = 1) :
    covariance A B x ^ 2 + ‖expect (A * B - B * A) x‖ ^ 2 / 4
      ≤ variance A x * variance B x := by
  rw [← norm_inner_deviation_sq hA hB hx, variance_eq_norm_sq hA hx,
    variance_eq_norm_sq hB hx, ← mul_pow]
  exact pow_le_pow_left₀ (norm_nonneg _) (norm_inner_le_norm _ _) 2

/-- Two vectors saturate the Cauchy-Schwarz inequality exactly when they are linearly
dependent. -/
theorem cauchy_schwarz_eq_iff (u v : E) :
    ‖inner ℂ u v‖ = ‖u‖ * ‖v‖ ↔ ∃ a b : ℂ, (a ≠ 0 ∨ b ≠ 0) ∧ a • u + b • v = 0 := by
  have hself : ∀ w : E, ‖inner ℂ w w‖ = ‖w‖ * ‖w‖ := by
    intro w
    rw [inner_self_eq_norm_sq_to_K]
    simp [sq]
  constructor
  · intro h
    by_cases hu : u = 0
    · exact ⟨1, 0, Or.inl one_ne_zero, by simp [hu]⟩
    by_cases hv : v = 0
    · exact ⟨0, 1, Or.inr one_ne_zero, by simp [hv]⟩
    obtain ⟨r, -, hr⟩ := (norm_inner_eq_norm_iff hu hv).mp h
    exact ⟨r, -1, Or.inr (by norm_num), by rw [hr]; module⟩
  · rintro ⟨a, b, ha | hb, h⟩
    · have h' : a • u = -(b • v) := eq_neg_of_add_eq_zero_left h
      have hu : u = (-(a⁻¹ * b)) • v := by
        calc u = a⁻¹ • (a • u) := (inv_smul_smul₀ ha u).symm
          _ = (-(a⁻¹ * b)) • v := by rw [h']; module
      rw [hu, inner_smul_left, norm_mul, norm_smul, RCLike.norm_conj, hself]
      ring
    · have h' : b • v = -(a • u) := eq_neg_of_add_eq_zero_right h
      have hv : v = (-(b⁻¹ * a)) • u := by
        calc v = b⁻¹ • (b • v) := (inv_smul_smul₀ hb v).symm
          _ = (-(b⁻¹ * a)) • u := by rw [h']; module
      rw [hv, inner_smul_right, norm_mul, norm_smul, hself]
      ring

/-- For symmetric operators and a unit vector, the Robertson-Schroedinger relation is an equality
exactly when the deviation vectors of the two observables are linearly dependent. -/
theorem saturation_iff {A B : E →ₗ[ℂ] E} (hA : A.IsSymmetric) (hB : B.IsSymmetric)
    {x : E} (hx : ‖x‖ = 1) :
    covariance A B x ^ 2 + ‖expect (A * B - B * A) x‖ ^ 2 / 4
        = variance A x * variance B x ↔
      ∃ a b : ℂ, (a ≠ 0 ∨ b ≠ 0) ∧ a • deviation A x + b • deviation B x = 0 := by
  rw [← norm_inner_deviation_sq hA hB hx, variance_eq_norm_sq hA hx,
    variance_eq_norm_sq hB hx, ← mul_pow, sq_eq_sq₀ (norm_nonneg _) (by positivity)]
  exact cauchy_schwarz_eq_iff _ _

/-- In a two-dimensional state space the Robertson-Schroedinger relation is an equality for
every unit vector and every pair of symmetric operators. -/
theorem qubit_saturation (hdim : Module.finrank ℂ E = 2) {A B : E →ₗ[ℂ] E}
    (hA : A.IsSymmetric) (hB : B.IsSymmetric) {x : E} (hx : ‖x‖ = 1) :
    covariance A B x ^ 2 + ‖expect (A * B - B * A) x‖ ^ 2 / 4
      = variance A x * variance B x := by
  rw [saturation_iff hA hB hx]
  have hfin : Module.Finite ℂ E := Module.finite_of_finrank_pos (by omega)
  -- three vectors in two dimensions are linearly dependent
  have hdep : ¬ LinearIndependent ℂ ![x, deviation A x, deviation B x] := by
    intro h
    have hcard := h.fintype_card_le_finrank
    rw [hdim, Fintype.card_fin] at hcard
    omega
  obtain ⟨c, hc, i, hi⟩ := Fintype.not_linearIndependent_iff.mp hdep
  have hsum : c 0 • x + c 1 • deviation A x + c 2 • deviation B x = 0 := by
    simpa [Fin.sum_univ_three] using hc
  -- deviations are orthogonal to the state, so the state itself drops out
  have horth : ∀ T : E →ₗ[ℂ] E, inner ℂ x (deviation T x) = (0 : ℂ) := by
    intro T
    rw [deviation, inner_sub_right, inner_smul_right, inner_self_of_unit hx, mul_one]
    exact sub_self _
  have h0 : c 0 = 0 := by
    have h := congrArg (fun v => inner ℂ x v) hsum
    simp only [inner_add_right, inner_smul_right, inner_zero_right, horth,
      inner_self_of_unit hx, mul_one, mul_zero, add_zero] at h
    exact h
  rw [h0, zero_smul, zero_add] at hsum
  refine ⟨c 1, c 2, ?_, hsum⟩
  by_contra hcon
  rw [not_or, not_not, not_not] at hcon
  apply hi
  fin_cases i
  exacts [h0, hcon.1, hcon.2]

end RobertsonSchroedinger
```

```lean
#print axioms RobertsonSchroedinger.robertson_schroedinger
-- 'RobertsonSchroedinger.robertson_schroedinger' depends on axioms: [propext, Classical.choice, Quot.sound]
#print axioms RobertsonSchroedinger.qubit_saturation
-- 'RobertsonSchroedinger.qubit_saturation' depends on axioms: [propext, Classical.choice, Quot.sound]
```

## How the proof follows the calculation

`expect_im` shows that expectations are real. `inner_deviation` expands \(\langle u,v\rangle\) by linearity, using the symmetry of \(A\) to move it across the inner product and to make \(\alpha\) real, and `variance_eq_norm_sq` is its case \(B=A\).

In `norm_inner_deviation_sq`, the step `hswap` is \(\langle BA\rangle=\overline{\langle AB\rangle}\). The `simp only` call then splits everything into real and imaginary parts, and `ring` checks the remaining polynomial identity. After that, `robertson_schroedinger` only has to square Cauchy–Schwarz.

`cauchy_schwarz_eq_iff` treats zero vectors separately and takes the nonzero case from Mathlib's `norm_inner_eq_norm_iff`, where I used the vector \(w\). For the converse it solves for one vector and substitutes. `saturation_iff` applies this to the deviations. In `qubit_saturation`, `hdep` supplies the linear dependence, `horth` the orthogonality to \(x\), and `h0` the conclusion \(c_0=0\).

## Where the hypotheses matter

Symmetry of both operators is needed. In \(\mathbb C^2\) with basis \(e_1,e_2\), take \(x=e_1\), \(B=\sigma_x\), and the non-symmetric \(A\) with \(Ae_1=e_2\), \(Ae_2=0\). Then \(\langle A\rangle=\langle A^2\rangle=0\), so the variance formula gives zero for \(A\). But \(\langle AB\rangle=0\) and \(\langle BA\rangle=1\), so the left-hand side is \(1/4+1/4=1/2\), and the inequality fails.

Equality for all states also fails in three dimensions. Let \(A\) swap \(e_1,e_2\) and annihilate \(e_3\), and let \(B\) swap \(e_1,e_3\) and annihilate \(e_2\). In the state \(e_1\) the deviations are \(e_2\) and \(e_3\): the left-hand side is 0 and the right-hand side is 1.

## The same vectors in a numerical calculation

For a normalised pure state in a finite orthonormal basis, with Hermitian matrices, the deviation vectors give every quantity in the relation without forming \(AB\). Compute `u = A @ x - alpha * x` and `v = B @ x - beta * x`. The squared norms are the variances, and `np.vdot(u, v)`, which conjugates its first argument as Lean's `inner` does, has the covariance as its real part and \(\langle AB-BA\rangle/(2i)\) as its imaginary part. With \(A\) a Hamiltonian matrix, \(u\) is the residual vector of an eigenvalue calculation, and its squared norm is the energy variance computed with that matrix. In a truncated basis this can differ from the variance of the full Hamiltonian: it is zero for every eigenvector of the matrix, even one that is not an eigenstate of the full operator.
